# Diagonal scaling bounds the eigenvalue ratio of a linearized collision operator when in-scattering is at most a fraction q < 1 of the loss

A weak electric field pushes the carriers of a conductor out of equilibrium, and collisions push them back. On a finite set of states, the steady linearized transport equation for the deviation \(f_i\) of the occupation of state \(i\) reads

\[
d_i f_i-\sum_j W_{ij}f_j=b_i ,
\]

where \(b_i\) is the driving term, \(d_i>0\) is the total loss rate of state \(i\), and \(W_{ij}\ge 0\) is the rate of in-scattering from \(j\) to \(i\). The loss rates can differ greatly from state to state. How does this spread affect the conditioning of the linear system, and does dividing it out help?

Let \(D=\mathrm{diag}(d)\). Assume that \(W\) is symmetric with zero diagonal, and that \(\sum_j W_{ij}\le q\,d_i\) for every \(i\), with one number \(q<1\). Then the ratio of the largest to the smallest eigenvalue of \(D-W\) is at least \(\max d/\min d\), while all eigenvalues of \(D^{-1/2}(D-W)D^{-1/2}\) lie in \([1-q,1+q]\).

By symmetry, the row sum is also the rate at which carriers leaving \(i\) reappear in the modelled states. The condition \(q<1\) therefore says that at least a fraction \(1-q\) of every loss goes to channels outside the model. Collisions that conserve the number of carriers within the set have row sums equal to \(d_i\), and are excluded.

In Lean 4 with Mathlib:

```lean
import Mathlib

open Matrix

namespace CollisionPreconditioning

noncomputable section

variable {n : Type*} [DecidableEq n]
```

## The operator and its scaled form

The type `n` labels the states; it becomes finite where sums over states first appear. The collision operator has entries \(d_i\delta_{ij}-W_{ij}\).

```lean
/-- The linearized collision operator `D - W`: loss rates `d` on the diagonal minus the
in-scattering rates `W`. -/
def collisionMatrix (d : n → ℝ) (W : Matrix n n ℝ) : Matrix n n ℝ := diagonal d - W
```

The scaling factors are \(s_i=1/\sqrt{d_i}\), the diagonal entries of \(D^{-1/2}\).

```lean
/-- The scaling factors `1/√(d i)`, for positive loss rates `d i`. -/
def invSqrtRate (d : n → ℝ) : n → ℝ := fun i => (√(d i))⁻¹
```

Since \(W_{ij}=W_{ji}\), the matrix \(D-W\) is symmetric, which for real matrices is the same as Hermitian.

```lean
/-- For symmetric in-scattering rates the collision operator is Hermitian. -/
theorem collision_isHermitian (d : n → ℝ) {W : Matrix n n ℝ} (hs : W.IsSymm) :
    (collisionMatrix d W).IsHermitian := by
  refine Matrix.IsHermitian.ext fun i j => ?_
  by_cases h : i = j
  · subst h
    simp
  · simp [collisionMatrix, h, Ne.symm h, hs.apply i j]
```

The scaled operator is \(D^{-1/2}(D-W)D^{-1/2}\), with entries \(s_i(D-W)_{ij}s_j\).

```lean
variable [Fintype n]

/-- The diagonally scaled collision operator `D^(-1/2) (D - W) D^(-1/2)`, for positive loss
rates. -/
def scaledCollision (d : n → ℝ) (W : Matrix n n ℝ) : Matrix n n ℝ :=
  diagonal (invSqrtRate d) * collisionMatrix d W * diagonal (invSqrtRate d)
```

Exchanging \(i\) and \(j\) leaves these entries unchanged, so the scaled operator is symmetric too.

```lean
/-- For symmetric in-scattering rates the scaled collision operator is Hermitian. -/
theorem scaled_isHermitian (d : n → ℝ) {W : Matrix n n ℝ} (hs : W.IsSymm) :
    (scaledCollision d W).IsHermitian := by
  refine Matrix.IsHermitian.ext fun i j => ?_
  have h : collisionMatrix d W j i = collisionMatrix d W i j := by
    simpa using (collision_isHermitian d hs).apply i j
  simp only [scaledCollision, Matrix.mul_diagonal, Matrix.diagonal_mul, star_trivial]
  rw [h]
  ring
```

Both matrices thus have real eigenvalues \(\lambda_k\), which Mathlib lists with multiplicity as `hA.eigenvalues k`. The quantity to be compared is \(\max_k\lambda_k/\min_k\lambda_k\). For a finite nonempty set of states, the supremum `⨆` and infimum `⨅` are the maximum and minimum. When all eigenvalues are positive, this ratio is the condition number in the Euclidean norm.

```lean
/-- The ratio of the largest to the smallest eigenvalue of a Hermitian matrix, for a nonempty
index set and a nonzero smallest eigenvalue. -/
def eigenvalueRatio {A : Matrix n n ℝ} (hA : A.IsHermitian) : ℝ :=
  (⨆ k, hA.eigenvalues k) / (⨅ k, hA.eigenvalues k)
```

## The state with the largest deviation

Suppose that in-scattering multiplies each component of a nonzero vector \(u\) by its own factor, \((Wu)_i=c_iu_i\). Choose \(i\) so that \(|u_i|\) is largest; then \(|u_i|>0\), and

\[
|c_i|\,|u_i|=\Bigl|\sum_jW_{ij}u_j\Bigr|\le\sum_jW_{ij}|u_j|\le\Bigl(\sum_jW_{ij}\Bigr)|u_i|\le q\,d_i\,|u_i| .
\]

Dividing by \(|u_i|\) gives \(|c_i|\le q\,d_i\) for this state.

```lean
omit [DecidableEq n] in
/-- Let in-scattering be nonnegative with row sums at most `q * d i`. If it multiplies each
component of a nonzero `u` by a factor `c i`, then `|c i| ≤ q * d i` for some state `i`. -/
theorem exists_dominant_state {d u : n → ℝ} {W : Matrix n n ℝ} {q : ℝ} (c : n → ℝ)
    (hW : ∀ i j, 0 ≤ W i j) (hrow : ∀ i, ∑ j, W i j ≤ q * d i) (hu : u ≠ 0)
    (h : ∀ i, (W *ᵥ u) i = c i * u i) : ∃ i, |c i| ≤ q * d i := by
  obtain ⟨k, hk⟩ := Function.ne_iff.mp hu
  -- choose the state with the largest deviation
  obtain ⟨i, -, hi⟩ := Finset.exists_max_image Finset.univ (fun i => |u i|)
    ⟨k, Finset.mem_univ k⟩
  have hpos : 0 < |u i| :=
    lt_of_lt_of_le (abs_pos.mpr (by simpa using hk)) (hi k (Finset.mem_univ k))
  refine ⟨i, le_of_mul_le_mul_right ?_ hpos⟩
  calc |c i| * |u i| = |∑ j, W i j * u j| := by
        rw [← abs_mul, ← h i]
        rfl
    _ ≤ ∑ j, |W i j * u j| := Finset.abs_sum_le_sum_abs _ _
    _ ≤ ∑ j, W i j * |u i| := by
        refine Finset.sum_le_sum fun j _ => ?_
        rw [abs_mul, abs_of_nonneg (hW i j)]
        exact mul_le_mul_of_nonneg_left (hi j (Finset.mem_univ j)) (hW i j)
    _ = (∑ j, W i j) * |u i| := by rw [Finset.sum_mul]
    _ ≤ q * d i * |u i| := mul_le_mul_of_nonneg_right (hrow i) hpos.le
```

`Finset.exists_max_image` picks the state, and the `calc` block is the chain above, with the last sum split into its own line. The lemma needs no symmetry of \(W\), and it serves both operators.

## Eigenvalues after scaling

Let \(v\ne0\) satisfy \(D^{-1/2}(D-W)D^{-1/2}v=\mu v\), and put \(u=D^{-1/2}v\), so that \(u_i=s_iv_i\) and \(u\neq 0\). In components,

\[
s_i\bigl(d_iu_i-(Wu)_i\bigr)=\mu v_i .
\]

Multiplying by \(s_id_i=\sqrt{d_i}\), and using \(s_i^2d_i=1\) and \(\sqrt{d_i}\,v_i=d_iu_i\), gives

\[
(Wu)_i=(1-\mu)\,d_i\,u_i .
\]

The previous lemma with \(c_i=(1-\mu)d_i\) yields \(|1-\mu|\,d_i\le q\,d_i\) for some \(i\). Hence \(|1-\mu|\le q\), which is \(1-q\le\mu\le1+q\).

```lean
/-- For positive loss rates and nonnegative in-scattering with row sums at most `q * d i`, every
real eigenvalue of the scaled collision operator lies in `[1 - q, 1 + q]`. -/
theorem scaled_eigenvalue_mem {d v : n → ℝ} {W : Matrix n n ℝ} {q μ : ℝ}
    (hd : ∀ i, 0 < d i) (hW : ∀ i j, 0 ≤ W i j) (hrow : ∀ i, ∑ j, W i j ≤ q * d i)
    (hv0 : v ≠ 0) (hv : scaledCollision d W *ᵥ v = μ • v) :
    μ ∈ Set.Icc (1 - q) (1 + q) := by
  have hs0 : ∀ i, 0 < invSqrtRate d i := fun i => inv_pos.mpr (Real.sqrt_pos.mpr (hd i))
  have hs : ∀ i, invSqrtRate d i * invSqrtRate d i * d i = 1 := by
    intro i
    have h := Real.mul_self_sqrt (hd i).le
    rw [invSqrtRate, ← mul_inv, h]
    exact inv_mul_cancel₀ (hd i).ne'
  -- undo the scaling: u = D^(-1/2) v
  obtain ⟨u, hu⟩ : ∃ u, u = diagonal (invSqrtRate d) *ᵥ v := ⟨_, rfl⟩
  have hui : ∀ i, u i = invSqrtRate d i * v i := fun i => by
    rw [hu, Matrix.mulVec_diagonal]
  have hu0 : u ≠ 0 := by
    intro h0
    apply hv0
    funext i
    have h := hui i
    rw [h0, Pi.zero_apply] at h
    exact (mul_eq_zero.mp h.symm).resolve_left (hs0 i).ne'
  have h1 : ∀ i, invSqrtRate d i * (d i * u i - (W *ᵥ u) i) = μ * v i := by
    intro i
    have h := congrFun hv i
    rw [scaledCollision, ← Matrix.mulVec_mulVec, ← Matrix.mulVec_mulVec, ← hu,
      Matrix.mulVec_diagonal, collisionMatrix, Matrix.sub_mulVec, Pi.sub_apply,
      Matrix.mulVec_diagonal] at h
    exact h
  -- the eigenvalue equation becomes W u = (1 - μ) D u
  obtain ⟨i, hi⟩ := exists_dominant_state (fun i => (1 - μ) * d i) hW hrow hu0 (fun i => by
    linear_combination (-(invSqrtRate d i * d i)) * h1 i
      + (d i * u i - (W *ᵥ u) i) * hs i + μ * d i * hui i)
  rw [abs_mul, abs_of_pos (hd i)] at hi
  have h2 := abs_le.mp (le_of_mul_le_mul_right hi (hd i))
  constructor <;> linarith [h2.1, h2.2]
```

Here `hs` is the identity \(s_i^2d_i=1\), `hui` is the definition of \(u\) in components, and `h1` is the eigenvalue equation. The `linear_combination` step combines the three into \(Wu=(1-\mu)Du\).

## Eigenvalues before scaling are positive

If \((D-W)v=\mu v\) with \(v\ne0\), then \((Wv)_i=(d_i-\mu)v_i\). The same lemma gives a state with \(|d_i-\mu|\le q\,d_i\), so

\[
\mu\ge(1-q)\,d_i>0 .
\]

```lean
/-- For positive loss rates and nonnegative in-scattering with row sums at most `q * d i`,
`q < 1`, every real eigenvalue of the collision operator is positive. -/
theorem collision_eigenvalue_pos {d v : n → ℝ} {W : Matrix n n ℝ} {q μ : ℝ}
    (hd : ∀ i, 0 < d i) (hW : ∀ i j, 0 ≤ W i j) (hrow : ∀ i, ∑ j, W i j ≤ q * d i)
    (hq : q < 1) (hv0 : v ≠ 0) (hv : collisionMatrix d W *ᵥ v = μ • v) : 0 < μ := by
  obtain ⟨i, hi⟩ := exists_dominant_state (fun i => d i - μ) hW hrow hv0 (fun i => by
    have h := congrFun hv i
    rw [collisionMatrix, Matrix.sub_mulVec, Pi.sub_apply, Matrix.mulVec_diagonal,
      Pi.smul_apply, smul_eq_mul] at h
    linear_combination -h)
  nlinarith [mul_pos (sub_pos.mpr hq) (hd i), le_abs_self (d i - μ)]
```

To apply these bounds to Mathlib's list of eigenvalues, each \(\lambda_k\) needs a nonzero eigenvector. The orthonormal eigenvector basis supplies one.

```lean
/-- Each eigenvalue of a Hermitian matrix has a nonzero eigenvector. -/
theorem exists_eigenvector {A : Matrix n n ℝ} (hA : A.IsHermitian) (k : n) :
    ∃ v : n → ℝ, v ≠ 0 ∧ A *ᵥ v = hA.eigenvalues k • v := by
  refine ⟨(hA.eigenvectorBasis k).ofLp, fun h => ?_, hA.mulVec_eigenvectorBasis k⟩
  apply hA.eigenvectorBasis.orthonormal.ne_zero k
  ext i
  exact congrFun h i
```

## Diagonal entries are means of eigenvalues

Let \(A\) be real symmetric, and let \(U\) have its orthonormal eigenvectors as columns. Then \(U^{T}U=1\), hence \(UU^{T}=1\) because \(U\) is square. With \(\Lambda=\mathrm{diag}(\lambda)\), the relation \(AU=U\Lambda\) gives \(A=U\Lambda U^{T}\), so

\[
A_{ii}=\sum_kU_{ik}^2\lambda_k,\qquad \sum_kU_{ik}^2=1 .
\]

A weighted mean lies between the extremes: \(\min_k\lambda_k\le A_{ii}\le\max_k\lambda_k\).

```lean
/-- Each diagonal entry of a real Hermitian matrix lies between its smallest and its largest
eigenvalue. -/
theorem diag_mem_Icc {A : Matrix n n ℝ} (hA : A.IsHermitian) (i : n) :
    A i i ∈ Set.Icc (⨅ k, hA.eigenvalues k) (⨆ k, hA.eigenvalues k) := by
  obtain ⟨U, hU⟩ : ∃ U : Matrix n n ℝ, ∀ i k, U i k = (hA.eigenvectorBasis k).ofLp i :=
    ⟨Matrix.of fun i k => (hA.eigenvectorBasis k).ofLp i, fun _ _ => rfl⟩
  have h1 : Uᵀ * U = 1 := by
    ext k l
    have h := orthonormal_iff_ite.mp hA.eigenvectorBasis.orthonormal k l
    rw [PiLp.inner_apply] at h
    rw [Matrix.mul_apply, Matrix.one_apply, ← h]
    refine Finset.sum_congr rfl fun j _ => ?_
    simp [hU, mul_comm]
  have h2 : U * Uᵀ = 1 := mul_eq_one_comm.mp h1
  have h3 : A * U = U * diagonal hA.eigenvalues := by
    ext j k
    have h : ∑ x, A j x * (hA.eigenvectorBasis k).ofLp x
        = hA.eigenvalues k * (hA.eigenvectorBasis k).ofLp j :=
      congrFun (hA.mulVec_eigenvectorBasis k) j
    rw [Matrix.mul_diagonal, Matrix.mul_apply]
    simp only [hU]
    linear_combination h
  have h4 : U * diagonal hA.eigenvalues * Uᵀ = A := by
    rw [← h3, Matrix.mul_assoc, h2, Matrix.mul_one]
  -- the entry is the mean of the eigenvalues with weights U i k ^ 2
  have hp : ∑ k, U i k ^ 2 = 1 := by
    have h := congrFun (congrFun h2 i) i
    rw [Matrix.mul_apply, Matrix.one_apply_eq] at h
    exact (Finset.sum_congr rfl fun k _ => pow_two (U i k)).trans h
  have hm : A i i = ∑ k, U i k ^ 2 * hA.eigenvalues k := by
    have h := congrFun (congrFun h4 i) i
    rw [Matrix.mul_apply] at h
    refine h.symm.trans (Finset.sum_congr rfl fun k _ => ?_)
    rw [Matrix.mul_diagonal, Matrix.transpose_apply]
    ring
  rw [hm]
  constructor
  · rw [← one_mul (⨅ k, hA.eigenvalues k), ← hp, Finset.sum_mul]
    exact Finset.sum_le_sum fun k _ => mul_le_mul_of_nonneg_left
      (ciInf_le (Set.finite_range _).bddBelow k) (sq_nonneg _)
  · rw [← one_mul (⨆ k, hA.eigenvalues k), ← hp, Finset.sum_mul]
    exact Finset.sum_le_sum fun k _ => mul_le_mul_of_nonneg_left
      (le_ciSup (Set.finite_range _).bddAbove k) (sq_nonneg _)
```

The steps `h1` to `h4` are the four matrix identities in this order; `hp` is the normalisation of the weights and `hm` the formula for \(A_{ii}\).

## Bounds with and without scaling

The scaled eigenvalues lie in \([1-q,1+q]\) by the bound already found. For the unscaled operator, the zero diagonal of \(W\) gives \((D-W)_{ii}=d_i\). Let \(d_i\) be the largest loss rate and \(d_j\) the smallest. Then \(\lambda_{\max}\ge d_i\) and \(0<\lambda_{\min}\le d_j\), and therefore

\[
\frac{\lambda_{\max}}{\lambda_{\min}}\ge\frac{d_i}{d_j}=\frac{\max d}{\min d} .
\]

```lean
/-- Let loss rates be positive and in-scattering symmetric, nonnegative, with zero diagonal and
row sums at most `q * d i`, `q < 1`. Then the scaled operator has all eigenvalues in
`[1 - q, 1 + q]`, while the eigenvalue ratio of `D - W` is at least `max d / min d`. -/
theorem diagonal_scaling [Nonempty n] {d : n → ℝ} {W : Matrix n n ℝ} {q : ℝ}
    (hd : ∀ i, 0 < d i) (hs : W.IsSymm) (hW : ∀ i j, 0 ≤ W i j) (hdiag : ∀ i, W i i = 0)
    (hrow : ∀ i, ∑ j, W i j ≤ q * d i) (hq : q < 1) :
    (∀ k, (scaled_isHermitian d hs).eigenvalues k ∈ Set.Icc (1 - q) (1 + q)) ∧
      (⨆ i, d i) / (⨅ i, d i) ≤ eigenvalueRatio (collision_isHermitian d hs) := by
  constructor
  · intro k
    obtain ⟨v, hv0, hv⟩ := exists_eigenvector (scaled_isHermitian d hs) k
    exact scaled_eigenvalue_mem hd hW hrow hv0 hv
  · have hA := collision_isHermitian d hs
    have hinf : 0 < ⨅ k, hA.eigenvalues k := by
      obtain ⟨k, hk⟩ := exists_eq_ciInf_of_finite (f := hA.eigenvalues)
      obtain ⟨v, hv0, hv⟩ := exists_eigenvector hA k
      rw [← hk]
      exact collision_eigenvalue_pos hd hW hrow hq hv0 hv
    -- the diagonal of D - W consists of the loss rates
    have hdi : ∀ i, d i ∈ Set.Icc (⨅ k, hA.eigenvalues k) (⨆ k, hA.eigenvalues k) := by
      intro i
      have h := diag_mem_Icc hA i
      have he : collisionMatrix d W i i = d i := by simp [collisionMatrix, hdiag i]
      rwa [he] at h
    obtain ⟨i, hi⟩ := exists_eq_ciSup_of_finite (f := d)
    obtain ⟨j, hj⟩ := exists_eq_ciInf_of_finite (f := d)
    rw [← hi, ← hj, eigenvalueRatio, div_le_div_iff₀ (hd j) hinf]
    exact mul_le_mul (hdi i).2 (hdi j).1 hinf.le ((hd i).le.trans (hdi i).2)
```

The hypotheses `hd`, `hs`, `hW`, `hdiag`, `hrow` and `hq` are, in order, positive loss rates, symmetry, nonnegativity, zero diagonal, the row-sum bound and \(q<1\). The conclusion joins the interval for every scaled eigenvalue to the lower bound on the unscaled ratio.

The zero diagonal matters only for the second part. With \(d=(1,2)\), \(W=\mathrm{diag}(0,1)\) and \(q=1/2\), all the other hypotheses hold, but \(D-W\) is the identity and its ratio is 1, not at least 2.

After scaling, the largest eigenvalue is at most \(1+q\) and the smallest at least \(1-q>0\), so the ratio is at most \((1+q)/(1-q)\), whatever the spread of the loss rates.

```lean
/-- For positive loss rates and symmetric nonnegative in-scattering with row sums at most
`q * d i`, `q < 1`, the eigenvalue ratio of the scaled operator is at most `(1 + q)/(1 - q)`. -/
theorem scaled_ratio_le [Nonempty n] {d : n → ℝ} {W : Matrix n n ℝ} {q : ℝ}
    (hd : ∀ i, 0 < d i) (hs : W.IsSymm) (hW : ∀ i j, 0 ≤ W i j)
    (hrow : ∀ i, ∑ j, W i j ≤ q * d i) (hq : q < 1) :
    eigenvalueRatio (scaled_isHermitian d hs) ≤ (1 + q) / (1 - q) := by
  have hA := scaled_isHermitian d hs
  have hb : ∀ k, hA.eigenvalues k ∈ Set.Icc (1 - q) (1 + q) := by
    intro k
    obtain ⟨v, hv0, hv⟩ := exists_eigenvector hA k
    exact scaled_eigenvalue_mem hd hW hrow hv0 hv
  obtain ⟨k, hk⟩ := exists_eq_ciSup_of_finite (f := hA.eigenvalues)
  obtain ⟨l, hl⟩ := exists_eq_ciInf_of_finite (f := hA.eigenvalues)
  have hk' := hb k
  have hl' := hb l
  rw [eigenvalueRatio, ← hk, ← hl,
    div_le_div_iff₀ (by linarith [hl'.1]) (by linarith)]
  exact mul_le_mul hk'.2 hl'.1 (by linarith) (by linarith [hk'.1, hk'.2])
```

For \(q=1/2\) and loss rates spread over a factor of 1000, the ratio is at least 1000 before scaling and at most 3 after it. Scaling is thus certain to lower the ratio whenever \(\max d/\min d>(1+q)/(1-q)\); for a smaller spread, the two bounds alone do not decide. In transport simulations this bears on iterative solvers such as conjugate gradients, whose usual convergence estimate depends on the condition number, for finite linearized models with symmetric rates and \(q<1\).

## Two states reach both ends

Take two states with \(d=(1,1)\) and mutual in-scattering rate \(q\). The scaled operator is

\[
\begin{pmatrix}1&-q\\-q&1\end{pmatrix},
\]

and it sends \((1,1)\) to \((1-q)(1,1)\) and \((1,-1)\) to \((1+q)(1,-1)\). The normalised eigenvectors are \((1,1)/\sqrt2\) and \((1,-1)/\sqrt2\). For \(0\le q<1\) the model satisfies all the hypotheses above, so neither end of the interval can be improved.

```lean
/-- Two states with unit loss rates and mutual in-scattering rate `q`: the even and odd
deviations are eigenvectors of the scaled operator with eigenvalues `1 - q` and `1 + q`. -/
theorem two_state_sharp (q : ℝ) :
    scaledCollision (fun _ : Fin 2 => 1) !![0, q; q, 0] *ᵥ ![1, 1] = (1 - q) • ![1, 1] ∧
    scaledCollision (fun _ : Fin 2 => 1) !![0, q; q, 0] *ᵥ ![1, -1]
      = (1 + q) • ![1, -1] := by
  have h : scaledCollision (fun _ : Fin 2 => 1) !![0, q; q, 0] = !![1, -q; -q, 1] := by
    ext i j
    fin_cases i <;> fin_cases j <;> simp [scaledCollision, collisionMatrix, invSqrtRate]
  rw [h]
  constructor <;> ext i <;> fin_cases i <;>
    simp [Matrix.mulVec, dotProduct, Fin.sum_univ_succ] <;> ring

end

end CollisionPreconditioning
```

The proof first computes the matrix entry by entry and then checks the two products. These identities hold for every real \(q\).

```lean
#print axioms CollisionPreconditioning.diagonal_scaling
#print axioms CollisionPreconditioning.scaled_ratio_le
#print axioms CollisionPreconditioning.two_state_sharp
```

```
'CollisionPreconditioning.diagonal_scaling' depends on axioms: [propext, Classical.choice, Quot.sound]
'CollisionPreconditioning.scaled_ratio_le' depends on axioms: [propext, Classical.choice, Quot.sound]
'CollisionPreconditioning.two_state_sharp' depends on axioms: [propext, Classical.choice, Quot.sound]
```
